# Total degree, one-variable degree, exchange sign and translation invariance of the Laughlin polynomial

For $N \ge 1$ complex coordinates $z_0, \dots, z_{N-1}$ and a natural number $m$, the Laughlin polynomial

$$L_{N,m}(z_0,\dots,z_{N-1}) = \prod_{0 \le i<j \le N-1} (z_i - z_j)^m$$

is homogeneous of degree $mN(N-1)/2$, has degree exactly $m(N-1)$ in each coordinate, is multiplied by $\operatorname{sgn}(s)^m$ when the coordinates are relabelled by a permutation $s$, and is annihilated by $\sum_i \partial/\partial z_i$.

I use these four facts whenever I set up a small lowest-Landau-level calculation in the disc geometry: they give me the angular momentum sector, the number of orbitals, the particle statistics and the state of the centre of mass. I have only ever checked them by expanding $N=2$ and $N=3$. Two points bother me in general. "Degree exactly" needs an argument that leading terms do not cancel, and I have seen the sign rule shown for neighbouring particles only. Can all four be derived rigorously for every $N$ and $m$ and checked by a machine, and what precisely does the checked statement say?

## All four properties hold for every $N \ge 1$ and every $m \ge 0$

They do, and the file below proves them as statements about polynomials with complex coefficients. First the physical setting. In the symmetric gauge, with $z = x + iy$ and the field direction chosen so that the lowest Landau level is holomorphic in $z$, a state of $N$ spin-polarised particles in that level is

$$\psi = f(z_0,\dots,z_{N-1})\, e^{-\sum_i |z_i|^2/4\ell^2},$$

where $\ell$ is the magnetic length and $f$ is holomorphic. The Laughlin state has $f = L_{N,m}$. The exponent $m$ is the one parameter of the ansatz: it is the order of the zero that $\psi$ has when two particles meet. For $m=1$ the polynomial is a Vandermonde determinant, equal up to an overall sign and normalisation to the polynomial part of the Slater determinant of non-interacting fermions in the orbitals $1, z, \dots, z^{N-1}$. The theorems concern $f$ alone, and every translation into Landau-level language in this answer is interpretation placed around them.

### Counting pairs gives the total degree

The polynomial is not zero: $z_i - z_j \ne 0$ as a polynomial when $i \neq j$, and a product of nonzero polynomials over $\mathbb C$ is nonzero.

Call a polynomial homogeneous of degree $d$ if each monomial $z_0^{a_0}\cdots z_{N-1}^{a_{N-1}}$ in it has $\sum_i a_i = d$. The difference $z_i - z_j$ is homogeneous of degree 1, its $m$-th power of degree $m$, and degrees add in products. For fixed $i$ there are $N-1-i$ indices $j>i$, so the number of pairs is

$$\sum_{i=0}^{N-1} (N-1-i) = \sum_{i=0}^{N-1} i = \frac{N(N-1)}{2} = \binom N2 .$$

Hence $L_{N,m}$ is homogeneous of degree $M = m\binom N2$. Since it is nonzero it contains at least one monomial, so its total degree is exactly $M$. The operator $\sum_i z_i\,\partial/\partial z_i$ multiplies each monomial by $\sum_i a_i$, which gives Euler's identity

$$\sum_i z_i \frac{\partial L_{N,m}}{\partial z_i} = M\, L_{N,m}.$$

### A Vandermonde determinant gives the exchange sign

For elements $v_0,\dots,v_{N-1}$ of a commutative ring write $\Delta(v) = \prod_{i<j}(v_i - v_j)$. The Vandermonde matrix $V(w)$ with entries $V(w)_{ij} = w_i^{\,j}$ has determinant $\prod_{i<j}(w_j - w_i)$. Setting $w_i = -v_i$ turns each factor into $-v_j + v_i$, so $\Delta(v) = \det V(-v)$. Replace $v_i$ by $v_{s(i)}$. Row $i$ of the new matrix is row $s(i)$ of the old one, and permuting rows multiplies a determinant by $\operatorname{sgn}(s)$:

$$\prod_{i<j} (v_{s(i)} - v_{s(j)}) = \operatorname{sgn}(s)\, \Delta(v).$$

As $L_{N,m} = \Delta(z)^m$, the $m$-th power gives

$$L_{N,m}(z_{s(0)},\dots,z_{s(N-1)}) = \operatorname{sgn}(s)^m\, L_{N,m}(z_0,\dots,z_{N-1})$$

for every permutation at once, with no reduction to neighbouring exchanges.

### A monic factor gives the degree in one coordinate

Write $N = n+1$ and split off the pairs with $i=0$:

$$L_{n+1,m}(z_0,\dots,z_n) = \Big[\prod_{j=1}^{n} (z_0 - z_j)^m\Big]\, L_{n,m}(z_1,\dots,z_n).$$

Regard this as a polynomial in $z_0$ whose coefficients are polynomials in $z_1,\dots,z_n$. The bracket is a product of $n$ monic polynomials of degree $m$, so it is monic of degree $mn$. The second factor does not contain $z_0$ and is nonzero. The coefficient of $z_0^{mn}$ is therefore $L_{n,m}(z_1,\dots,z_n) \neq 0$, which settles the worry about cancellation. For another coordinate $z_k$ let $\tau$ exchange $0$ and $k$. The relabelled polynomial has in $z_k$ the degree that $L_{n+1,m}$ has in $z_0$, namely $mn$, and it equals $\pm L_{n+1,m}$. A sign does not change a degree.

### The Leibniz rule gives translation invariance

Let $P = \sum_i \partial/\partial z_i$. Summing the product rule over $i$ gives $P(pq) = (Pp)\,q + p\,(Pq)$ for polynomials $p, q$, so $Pp = Pq = 0$ implies $P(pq)=0$. Also $P1 = 0$, and $P z_k = \sum_i \delta_{ik} = 1$, so $P(z_i - z_j) = 1 - 1 = 0$. Induction on the number of factors shows that $P$ annihilates every power $(z_i - z_j)^k$ and then the product over pairs. The finite form is shorter: for $a \in \mathbb C$, $(z_i + a) - (z_j + a) = z_i - z_j$, so the common shift $z_i \mapsto z_i + a$ leaves $L_{N,m}$ unchanged.

As a check, $L_{2,3} = z_0^3 - 3z_0^2z_1 + 3z_0z_1^2 - z_1^3$ has total degree 3, degree 3 in each coordinate, changes sign under exchange, and $PL_{2,3} = 3(z_0-z_1)^2 - 3(z_0-z_1)^2 = 0$. For $N=1$ or $m=0$ the polynomial is the constant 1, all degrees are 0 and every sign factor is $+1$.

### What the Lean objects stand for

`MvPolynomial (Fin N) ℂ` is the ring of polynomials in variables `X i`, with $i$ running over $0,\dots,N-1$; `X i` is $z_i$. In `laughlin` the inner product runs over `Ioi i`, the indices $j > i$, which fixes the overall sign convention as $z_i - z_j$ with the smaller index first. `pderiv i` is the formal derivative $\partial/\partial z_i$, and `translationGen` is $P$. `N.choose 2` is $\binom N2$.

The theorem `laughlin_properties` takes natural numbers `n` and `m` and has no hypotheses. It speaks about `n + 1` particles, so that $m(N-1)$ appears as `m * n` and there is always a coordinate whose degree can be asked for. Its four parts read as follows.

1. `IsHomogeneous (m * (n + 1).choose 2)`: every monomial with nonzero coefficient has total degree $m\binom{n+1}{2}$. The zero polynomial satisfies this predicate for any degree, so the sharp statement is the second half of `laughlin_homogeneous`, where `totalDegree` equals `m * N.choose 2`.
2. `degreeOf k (laughlin (n + 1) m) = m * n` for every `k`: the largest exponent of $z_k$ among monomials with nonzero coefficient is exactly $mn$.
3. `rename s` substitutes $z_i \mapsto z_{s(i)}$, and the result is the integer `(Equiv.Perm.sign s : ℤ) ^ m` times the polynomial. The opposite convention, with $s^{-1}$, gives the same factor because $s$ and $s^{-1}$ have the same sign.
4. `translationGen (laughlin (n + 1) m) = 0`.

Non-vanishing, homogeneity, Euler's identity, the sign rule and both forms of translation invariance are stated separately for every `N`, including $N=0$, where the empty product is 1.

In physical terms, the angular momentum $\hbar\sum_i (z_i\partial_{z_i} - \bar z_i\partial_{\bar z_i})$ annihilates the Gaussian, so Euler's identity says that $\psi$ has angular momentum $\hbar M$. The degree in one coordinate says that the expansion of $\psi$ uses only the orbitals $z^0,\dots,z^{m(N-1)}$ and reaches the last of them. Odd $m$ gives an antisymmetric polynomial, suitable for spin-polarised fermions, and even $m$ a symmetric one. The condition $PL_{N,m}=0$ says that $f$ depends on relative coordinates only. For a finite-$N$, spin-polarised calculation restricted to the lowest Landau level on the disc, this fixes a basis whose span contains this one state (in general as a superposition of several basis elements): occupation patterns on $m(N-1)+1$ orbitals with total angular momentum $M$; for $N=3$, $m=3$ that is 7 orbitals and $M = 9$.

The file contains no Gaussian, no inner product and no Hamiltonian. The polynomial is unnormalised, and each of the four properties is unchanged when it is multiplied by a nonzero constant, so the values $M$, $m(N-1)$ and $\operatorname{sgn}(s)^m$ are also those of the polynomial part of the normalised state. Energies, the filling fraction in the large-$N$ limit, fractional charge and any uniqueness of the state are not addressed, and the four properties are shown to hold for $L_{N,m}$, not to characterise it.

### The Lean file

```lean
import Mathlib

open MvPolynomial Finset

namespace LaughlinPolynomial

noncomputable section

/-- The Laughlin polynomial `∏_{i<j} (z_i - z_j)^m` in `N` complex coordinates. -/
def laughlin (N m : ℕ) : MvPolynomial (Fin N) ℂ :=
  ∏ i : Fin N, ∏ j ∈ Ioi i, (X i - X j) ^ m

/-- The translation generator `∑_i ∂/∂z_i` acting on a polynomial in `N` coordinates. -/
def translationGen {N : ℕ} (p : MvPolynomial (Fin N) ℂ) : MvPolynomial (Fin N) ℂ :=
  ∑ i : Fin N, pderiv i p

/-- The Laughlin polynomial is not the zero polynomial. -/
theorem laughlin_ne_zero (N m : ℕ) : laughlin N m ≠ 0 := by
  unfold laughlin
  refine prod_ne_zero_iff.mpr fun i _ => prod_ne_zero_iff.mpr fun j hj => ?_
  exact pow_ne_zero _ (sub_ne_zero.mpr (X_injective.ne (mem_Ioi.mp hj).ne))

/-- The Laughlin polynomial is homogeneous of degree `m * C(N,2) = m N (N-1)/2`, and this
is its total degree. -/
theorem laughlin_homogeneous (N m : ℕ) :
    (laughlin N m).IsHomogeneous (m * N.choose 2) ∧
      (laughlin N m).totalDegree = m * N.choose 2 := by
  -- each factor has degree m
  have h : (laughlin N m).IsHomogeneous (∑ i : Fin N, ∑ _j ∈ Ioi i, 1 * m) :=
    IsHomogeneous.prod _ _ _ fun i _ => IsHomogeneous.prod _ _ _ fun j _ =>
      ((isHomogeneous_X ℂ i).sub (isHomogeneous_X ℂ j)).pow m
  -- the number of pairs is C(N,2)
  have h1 : ∑ i : Fin N, (N - 1 - (i : ℕ)) = ∑ i ∈ range N, (N - 1 - i) :=
    Fin.sum_univ_eq_sum_range (fun i => N - 1 - i) N
  have h2 : ∑ i ∈ range N, (N - 1 - i) = ∑ i ∈ range N, i :=
    sum_range_reflect (fun i => i) N
  have hc : (∑ i : Fin N, ∑ _j ∈ Ioi i, 1 * m) = m * N.choose 2 := by
    simp only [sum_const, Fin.card_Ioi, smul_eq_mul, one_mul]
    rw [← sum_mul, h1, h2, sum_range_id, Nat.choose_two_right]
    exact mul_comm _ _
  rw [hc] at h
  exact ⟨h, h.totalDegree (laughlin_ne_zero N m)⟩

/-- The operator `∑_i z_i ∂/∂z_i` multiplies the Laughlin polynomial by `m * C(N,2)`. -/
theorem laughlin_euler (N m : ℕ) :
    ∑ i : Fin N, X i * pderiv i (laughlin N m) = (m * N.choose 2) • laughlin N m :=
  (laughlin_homogeneous N m).1.sum_X_mul_pderiv

/-- Permuting the coordinates in the product of pair differences `∏_{i<j} (v_i - v_j)`
multiplies it by the sign of the permutation. -/
theorem pair_prod_perm {R : Type*} [CommRing R] {N : ℕ} (s : Equiv.Perm (Fin N))
    (v : Fin N → R) :
    ∏ i : Fin N, ∏ j ∈ Ioi i, (v (s i) - v (s j)) =
      ((Equiv.Perm.sign s : ℤ) : R) * ∏ i : Fin N, ∏ j ∈ Ioi i, (v i - v j) := by
  -- the pair product is a Vandermonde determinant
  have key : ∀ w : Fin N → R, ∏ i : Fin N, ∏ j ∈ Ioi i, (w i - w j) =
      Matrix.det (Matrix.vandermonde fun i => -w i) := by
    intro w
    rw [Matrix.det_vandermonde]
    refine prod_congr rfl fun i _ => prod_congr rfl fun j _ => ?_
    show w i - w j = -w j - -w i
    ring
  have h1 := key fun i => v (s i)
  -- the permutation permutes its rows
  have h2 := Matrix.det_permute s (Matrix.vandermonde fun i => -v i)
  rw [key v, ← h2]
  refine h1.trans (congrArg Matrix.det ?_)
  ext i j
  simp [Matrix.vandermonde_apply]

/-- Relabelling the coordinates `z_i ↦ z_{s i}` multiplies the Laughlin polynomial by
`sign(s)^m`. -/
theorem laughlin_perm (N m : ℕ) (s : Equiv.Perm (Fin N)) :
    rename s (laughlin N m) = ((Equiv.Perm.sign s : ℤ) ^ m) • laughlin N m := by
  have hL : laughlin N m = (∏ i : Fin N, ∏ j ∈ Ioi i, (X i - X j)) ^ m := by
    simp only [laughlin, prod_pow]
  rw [hL, map_pow]
  simp only [map_prod, map_sub, rename_X]
  rw [pair_prod_perm s (X : Fin N → MvPolynomial (Fin N) ℂ), mul_pow, zsmul_eq_mul,
    Int.cast_pow]

/-- As a polynomial in the first coordinate `z`, the Laughlin polynomial of `n + 1` particles
is `∏_j (z - z_j)^m` times the Laughlin polynomial of the other `n` particles. -/
theorem laughlin_first_variable (n m : ℕ) :
    finSuccEquiv ℂ n (laughlin (n + 1) m) =
      (∏ j : Fin n, (Polynomial.X - Polynomial.C (X j)) ^ m) *
        Polynomial.C (laughlin n m) := by
  simp only [laughlin, Fin.prod_univ_succ, Fin.prod_Ioi_zero, Fin.prod_Ioi_succ, map_mul,
    map_prod, map_pow, map_sub, finSuccEquiv_X_zero, finSuccEquiv_X_succ]

/-- For `n + 1` particles the Laughlin polynomial has degree exactly `m n` in each
coordinate `z_k`. -/
theorem laughlin_degreeOf (n m : ℕ) (k : Fin (n + 1)) :
    degreeOf k (laughlin (n + 1) m) = m * n := by
  -- degree in the first coordinate: monic factor times a nonzero constant
  have h0 : degreeOf 0 (laughlin (n + 1) m) = m * n := by
    rw [← natDegree_finSuccEquiv, laughlin_first_variable,
      Polynomial.natDegree_mul_C (laughlin_ne_zero n m),
      Polynomial.natDegree_prod_of_monic _ _ fun j _ => (Polynomial.monic_X_sub_C _).pow m]
    simp [Polynomial.natDegree_pow, mul_comm]
  -- a transposition moves the first coordinate to k and changes only the sign
  have h1 := degreeOf_rename_of_injective (p := laughlin (n + 1) m)
    (Equiv.swap (0 : Fin (n + 1)) k).injective 0
  rw [Equiv.swap_apply_left, laughlin_perm, h0] at h1
  have hs : ((Equiv.Perm.sign (Equiv.swap (0 : Fin (n + 1)) k) : ℤˣ) : ℤ) ^ m = 1 ∨
      ((Equiv.Perm.sign (Equiv.swap (0 : Fin (n + 1)) k) : ℤˣ) : ℤ) ^ m = -1 := by
    rcases Int.units_eq_one_or (Equiv.Perm.sign (Equiv.swap (0 : Fin (n + 1)) k)) with h | h
    · rw [h]
      simp
    · rw [h]
      rcases Nat.even_or_odd m with hm | hm <;> simp [hm.neg_one_pow]
  have hneg : degreeOf k (-laughlin (n + 1) m) = degreeOf k (laughlin (n + 1) m) := by
    rw [degreeOf_def, degreeOf_def, degrees_neg]
  rcases hs with h | h
  · rwa [h, one_smul] at h1
  · rwa [h, neg_smul, one_smul, hneg] at h1

/-- The translation generator `∑_i ∂/∂z_i` annihilates the Laughlin polynomial. -/
theorem translationGen_laughlin (N m : ℕ) : translationGen (laughlin N m) = 0 := by
  -- Leibniz rule: the kernel is closed under products
  have hmul : ∀ p q : MvPolynomial (Fin N) ℂ, translationGen p = 0 → translationGen q = 0 →
      translationGen (p * q) = 0 := by
    intro p q hp hq
    unfold translationGen at hp hq ⊢
    simp only [pderiv_mul]
    rw [sum_add_distrib, ← sum_mul, ← mul_sum, hp, hq, zero_mul, mul_zero, add_zero]
  have hone : translationGen (1 : MvPolynomial (Fin N) ℂ) = 0 := by
    simp [translationGen]
  -- every coordinate is mapped to 1, so differences lie in the kernel
  have hX : ∀ k : Fin N, ∑ i : Fin N, pderiv i (X k : MvPolynomial (Fin N) ℂ) = 1 := by
    intro k
    simp [pderiv_X, Pi.single_apply]
  have hdiff : ∀ i j : Fin N, translationGen (X i - X j : MvPolynomial (Fin N) ℂ) = 0 := by
    intro i j
    unfold translationGen
    simp only [map_sub]
    rw [sum_sub_distrib, hX, hX, sub_self]
  have hpow : ∀ (i j : Fin N) (k : ℕ),
      translationGen ((X i - X j : MvPolynomial (Fin N) ℂ) ^ k) = 0 := by
    intro i j k
    induction k with
    | zero => rw [pow_zero]; exact hone
    | succ k ih => rw [pow_succ]; exact hmul _ _ ih (hdiff i j)
  unfold laughlin
  exact prod_induction _ (fun p => translationGen p = 0) hmul hone fun i _ =>
    prod_induction _ (fun p => translationGen p = 0) hmul hone fun j _ => hpow i j m

/-- Shifting all coordinates by the same amount, `z_i ↦ z_i + a`, leaves the Laughlin
polynomial unchanged. -/
theorem laughlin_shift (N m : ℕ) (a : ℂ) :
    aeval (fun i => (X i + C a : MvPolynomial (Fin N) ℂ)) (laughlin N m) = laughlin N m := by
  simp only [laughlin, map_prod, map_pow, map_sub, aeval_X, add_sub_add_right_eq_sub]

/-- The Laughlin polynomial of `n + 1` particles is homogeneous of degree `m * C(n+1,2)`, has
degree `m n` in each coordinate, acquires `sign(s)^m` under a permutation `s`, and is
annihilated by `∑_i ∂/∂z_i`. -/
theorem laughlin_properties (n m : ℕ) :
    (laughlin (n + 1) m).IsHomogeneous (m * (n + 1).choose 2) ∧
      (∀ k, degreeOf k (laughlin (n + 1) m) = m * n) ∧
      (∀ s : Equiv.Perm (Fin (n + 1)), rename s (laughlin (n + 1) m) =
        ((Equiv.Perm.sign s : ℤ) ^ m) • laughlin (n + 1) m) ∧
      translationGen (laughlin (n + 1) m) = 0 :=
  ⟨(laughlin_homogeneous _ m).1, laughlin_degreeOf n m, laughlin_perm _ m,
    translationGen_laughlin _ m⟩

end

end LaughlinPolynomial
```
```lean
#print axioms LaughlinPolynomial.laughlin_euler
#print axioms LaughlinPolynomial.translationGen_laughlin
#print axioms LaughlinPolynomial.laughlin_shift
#print axioms LaughlinPolynomial.laughlin_properties
```

```
'LaughlinPolynomial.laughlin_euler' depends on axioms: [propext, Classical.choice, Quot.sound]
'LaughlinPolynomial.translationGen_laughlin' depends on axioms: [propext, Classical.choice, Quot.sound]
'LaughlinPolynomial.laughlin_shift' depends on axioms: [propext, Classical.choice, Quot.sound]
'LaughlinPolynomial.laughlin_properties' depends on axioms: [propext, Classical.choice, Quot.sound]
```

### How the tactics follow the derivation

`laughlin_ne_zero` applies `prod_ne_zero_iff` to both products and reduces the claim to $z_i \neq z_j$ for $i<j$, which is `X_injective`.

In `laughlin_homogeneous`, `h` builds homogeneity factor by factor: `isHomogeneous_X` gives degree 1, `.sub` and `.pow m` give degree `1 * m`, and two uses of `IsHomogeneous.prod` add the degrees over pairs. The step `hc` evaluates that double sum: `Fin.card_Ioi` counts the $N-1-i$ partners of $i$, `h2` reverses the order of summation, and `sum_range_id` with `Nat.choose_two_right` identifies the result with $\binom N2$. The last line passes non-vanishing to `h.totalDegree`. `laughlin_euler` is Mathlib's `sum_X_mul_pderiv` applied to this homogeneity.

`pair_prod_perm` is the Vandermonde argument over an arbitrary commutative ring `R`. The step `key` is $\Delta(w) = \det V(-w)$, from `Matrix.det_vandermonde` and the identity `w i - w j = -w j - -w i`. `Matrix.det_permute` supplies the sign of a row permutation, and the closing entrywise comparison confirms that the Vandermonde matrix of the permuted values is the row-permuted matrix. `laughlin_perm` writes $L_{N,m} = \Delta(z)^m$ in `hL`, pushes `rename s` through the power, the products and the differences, and uses the lemma with `R` the polynomial ring itself and $v_i = z_i$.

`laughlin_first_variable` is the splitting at $i=0$. The map `finSuccEquiv ℂ n` rewrites a polynomial in $z_0,\dots,z_n$ as a one-variable polynomial in `Polynomial.X`, which is $z_0$, with coefficients in $n$ variables. On the right-hand side the indices are shifted by one: `X j` with `j : Fin n` stands for $z_{j+1}$, and `Polynomial.C (laughlin n m)` is $L_{n,m}(z_1,\dots,z_n)$ as a constant. In `laughlin_degreeOf`, `h0` removes that constant with `Polynomial.natDegree_mul_C`, which is where non-vanishing enters, and adds the degrees of the monic factors with `Polynomial.natDegree_prod_of_monic`. Then `h1` carries the degree from coordinate 0 to coordinate $k$ along `Equiv.swap`, and `laughlin_perm` turns the relabelled polynomial into a multiple of the original. The step `hs` shows only that the factor is $+1$ or $-1$, which also covers $k=0$, where the swap is the identity, and `hneg` removes the minus sign.

In `translationGen_laughlin`, `hmul` is closure of the kernel of $P$ under products, via `pderiv_mul`; `hone`, `hX` and `hdiff` are $P1=0$, $Pz_k=1$ and $P(z_i-z_j)=0$; `hpow` is the induction on the exponent; and `prod_induction` is used twice for the two products. `laughlin_shift` evaluates the polynomial at `X i + C a` and cancels $a$ in each difference. It does not use `translationGen_laughlin` and is not one of the four parts of `laughlin_properties`.

### Wave functions on $\mathbb C^N$ in place of formal polynomials

A different formalisation would take $L_{N,m}$ as a function $\mathbb C^N \to \mathbb C$. Homogeneity would then read $f(\lambda z) = \lambda^M f(z)$ for $\lambda\in\mathbb C$, a permutation would act by reordering arguments, and $P$ would be a sum of complex partial derivatives, with differentiability to be supplied at each use of the product rule. Because $\mathbb C$ is infinite, a polynomial is determined by its values, so these statements carry the same content as the polynomial ones. Degree $d$ in the coordinate $z_k$ could be expressed through derivatives: $\partial_{z_k}^{d+1} f = 0$, while $\partial_{z_k}^{d} f$ is not identically zero. With the Gaussian included, the statements for $f$ do not all carry over to $\psi$: the relation $\psi(\lambda z) = \lambda^M \psi(z)$ holds for $|\lambda| = 1$ but not for every $\lambda$, and $\partial_{z_i}$ acting on the exponential brings down $-\bar z_i/4\ell^2$, so the operator that annihilates $\psi$ is $\sum_i (\partial_{z_i} + \bar z_i/4\ell^2)$, which acts on $f$ as $P$ does. That version would give access to norms and expectation values, at the price of integration over $\mathbb C^N$.
